# Quantised resistances of a six-contact Hall bar with ideal chiral or helical edges

## Contacts, currents and edge channels

A Hall bar has six contacts, numbered 1 to 6 around its perimeter. Current is fed in at contact 1 and taken out at contact 4. Contacts 2 and 3 on one edge, and 6 and 5 opposite them, are voltage probes that draw no current. The problem is to find the voltages they read when the current is carried by edge channels.

Contact numbers are taken modulo 6, so contact 1 follows contact 6. Let $V_p$ be the voltage of contact $p$, and let $T_{pq}$ be the total transmission from contact $q$ into contact $p$, summed over channels. The current entering the device through contact $p$ is

$$I_p=\sum_q\left(T_{qp}V_p-T_{pq}V_q\right).$$

Currents are in units of $e^2/h$ times voltage, resistances in units of $h/e^2$. This is the linear-response Landauer-Büttiker formula for non-interacting carriers.

Two edges are considered.

- **Chiral:** $N$ channels lead from each contact to the next, so $T_{pq}=N$ if $q=p-1$ and $0$ otherwise. In the integer quantum Hall effect, $N$ is the number of filled Landau levels (counting spin).
- **Helical:** one chiral channel runs together with a reversed partner, so $T_{pq}=1$ if $q=p\pm1$ and $0$ otherwise. This describes the edge of a quantum spin Hall insulator.

Both matrices are postulated. They stand for channels that reach the neighbouring contact without backscattering, with ideal contacts and an insulating bulk. That a given sample has such a transmission matrix is the step from the model to experiment, and it has to be justified separately.

## The voltages, derived by hand

With current only through contacts 1 and 4, the claims are

$$\text{chiral, } N>0:\quad V_2=V_3,\qquad V_2-V_6=I_1/N,$$

$$\text{helical:}\quad V_1-V_4=\tfrac32 I_1,\qquad V_2-V_3=\tfrac12 I_1,\qquad V_2=V_6.$$

**Two sum rules.** In $\sum_p I_p$, exchanging the names $p$ and $q$ in the second double sum turns it into the first, so the currents add up to zero for every $T$. If all voltages equal $c$, then $I_p=c\left(\sum_q T_{qp}-\sum_q T_{pq}\right)$. This vanishes for all $c$ and $p$ exactly when the total transmission out of each contact equals the total transmission into it.

**Current laws.** For the chiral edge, $T_{qp}$ is nonzero only at $q=p+1$ and $T_{pq}$ only at $q=p-1$. Hence

$$I_p=N(V_p-V_{p-1}).$$

For the helical edge each contact sends one channel to each neighbour and receives one from each, so

$$I_p=2V_p-V_{p+1}-V_{p-1}.$$

**Chiral profile.** Since $N\neq0$, the conditions $I_2=I_3=0$ give $V_3=V_2=V_1$, and $I_5=I_6=0$ give $V_6=V_5=V_4$. Then $I_1=N(V_1-V_6)$ gives $V_1-V_4=I_1/N$. The first three contacts therefore lie $I_1/N$ above the other three.

**Helical profile.** The conditions $I_2=I_3=0$ say that $V_2$ and $V_3$ are each the mean of their neighbours. The voltage therefore falls in equal steps $a$ along 1, 2, 3, 4. Likewise it falls in equal steps $b$ along 1, 6, 5, 4. Both paths have the same ends, so $3a=3b=V_1-V_4$ and $a=b$. Finally $I_1=(V_1-V_2)+(V_1-V_6)=2a$, so $a=I_1/2$, and the three helical claims follow.

Substituting either profile back into its current law returns zero at the probes and the chosen $I_1$, so every value of the current can be realised.

## The model in Lean

```lean
import Mathlib

open Finset

namespace HallBarSumRules

noncomputable section
```

Contacts are elements of `ZMod 6`, in which `6` and `0` are the same element. The matrix `T` and the voltages `V` are arbitrary real-valued functions, and `T p q` is $T_{pq}$.

```lean
/-- The Landauer-Buettiker current entering the device through contact `p`, in units of `e²/h`;
`T p q` is the transmission from contact `q` into contact `p`, and `V` lists the voltages. -/
def current (T : ZMod 6 → ZMod 6 → ℝ) (V : ZMod 6 → ℝ) (p : ZMod 6) : ℝ :=
  ∑ q, (T q p * V p - T p q * V q)
```

The two edges are specific choices of `T`. The helical one adds the chiral matrix with `N = 1` to its transpose.

```lean
/-- Chiral edge: `N` channels lead from each contact to the next one around the Hall bar. -/
def chiral (N : ℕ) (p q : ZMod 6) : ℝ := if q = p - 1 then (N : ℝ) else 0

/-- Helical edge: one chiral channel together with its partner running the opposite way. -/
def helical (p q : ZMod 6) : ℝ := chiral 1 p q + chiral 1 q p
```

The probe condition constrains every contact except 1 and 4, and leaves the currents at those two free.

```lean
/-- Contacts 2, 3, 5 and 6 are voltage probes: current flows only through contacts 1 and 4. -/
def SourceDrain (T : ZMod 6 → ZMod 6 → ℝ) (V : ZMod 6 → ℝ) : Prop :=
  ∀ p, p ≠ 1 → p ≠ 4 → current T V p = 0
```

A resistance is a voltage difference divided by the current through contact 1, wherever the voltage is measured.

```lean
/-- The voltage between contacts `k` and `l` divided by the current through contact 1, in units
of `h/e²`; meaningful when that current is nonzero. -/
def resistance (T : ZMod 6 → ZMod 6 → ℝ) (V : ZMod 6 → ℝ) (k l : ZMod 6) : ℝ :=
  (V k - V l) / current T V 1
```

## Sum rules for a general transmission matrix

Current conservation needs no property of `T`. After the sum is split, `sum_comm` exchanges the order of summation, which is the renaming of $p$ and $q$ above.

```lean
/-- The currents through all contacts add up to zero. -/
theorem sum_current (T : ZMod 6 → ZMod 6 → ℝ) (V : ZMod 6 → ℝ) :
    ∑ p, current T V p = 0 := by
  simp only [current, sum_sub_distrib]
  rw [sub_eq_zero]
  exact sum_comm
```

The second sum rule is usually obtained from the unitarity of the scattering matrix. No scattering matrix appears here: the theorem shows that the rule is equivalent to the absence of current at equal voltages. The forward direction sets $c=1$; the reverse direction takes the common voltage out of the sums with `sum_mul`.

```lean
/-- Equal voltages drive no current, whatever their common value, exactly when the total
transmission out of each contact equals the total transmission into it. -/
theorem equilibrium_iff_sum_rule (T : ZMod 6 → ZMod 6 → ℝ) :
    (∀ c p, current T (fun _ => c) p = 0) ↔ ∀ p, ∑ q, T q p = ∑ q, T p q := by
  constructor
  · intro h p
    have h1 := h 1 p
    simp only [current, mul_one, sum_sub_distrib] at h1
    linarith
  · intro h c p
    simp only [current, sum_sub_distrib, ← sum_mul]
    rw [h p, sub_self]
```

## The two current laws

The auxiliary fact `hq` rewrites $p=q-1$ as $q=p+1$. Each sum then has its condition in the form `q = ...`, and `sum_ite_eq'` picks out the single surviving term.

```lean
/-- On a chiral edge the current at a contact is `N` times its voltage minus that of the contact
upstream. -/
theorem chiral_current (N : ℕ) (V : ZMod 6 → ℝ) (p : ZMod 6) :
    current (chiral N) V p = N * (V p - V (p - 1)) := by
  have hq : ∀ q : ZMod 6, p = q - 1 ↔ q = p + 1 := fun q => by
    rw [eq_sub_iff_add_eq, eq_comm]
  simp only [current, chiral, hq, ite_mul, zero_mul, sum_sub_distrib, sum_ite_eq',
    mem_univ, if_true]
  ring
```

The helical case works in the same way, with two surviving terms in each sum.

```lean
/-- On a helical edge the current at a contact is twice its voltage minus the voltages of its
two neighbours. -/
theorem helical_current (V : ZMod 6 → ℝ) (p : ZMod 6) :
    current helical V p = 2 * V p - V (p + 1) - V (p - 1) := by
  have hq : ∀ q : ZMod 6, p = q - 1 ↔ q = p + 1 := fun q => by
    rw [eq_sub_iff_add_eq, eq_comm]
  simp only [current, helical, chiral, hq, add_mul, ite_mul, zero_mul, Nat.cast_one, one_mul,
    sum_sub_distrib, sum_add_distrib, sum_ite_eq', mem_univ, if_true]
  ring
```

## Solving for all the voltages

The probe condition is first unpacked into four equations. That contacts other than 1 and 4 are 2, 3, 5 or 6 is settled by `decide`, which checks all six elements.

```lean
/-- Current flows only through contacts 1 and 4 exactly when it vanishes at 2, 3, 5 and 6. -/
private lemma sourceDrain_iff (T : ZMod 6 → ZMod 6 → ℝ) (V : ZMod 6 → ℝ) :
    SourceDrain T V ↔
      current T V 2 = 0 ∧ current T V 3 = 0 ∧ current T V 5 = 0 ∧ current T V 6 = 0 := by
  have key : ∀ p : ZMod 6, p ≠ 1 → p ≠ 4 → p = 2 ∨ p = 3 ∨ p = 5 ∨ p = 6 := by decide
  constructor
  · intro h
    exact ⟨h 2 (by decide) (by decide), h 3 (by decide) (by decide),
      h 5 (by decide) (by decide), h 6 (by decide) (by decide)⟩
  · rintro ⟨h2, h3, h5, h6⟩ p p1 p4
    rcases key p p1 p4 with h | h | h | h <;> rw [h] <;> assumption
```

The next theorem is an equivalence: for a given real number `I`, the probe condition together with $I_1=I$ holds exactly when the voltages have the stated profile. Only $V_4$ remains free, as the reference voltage. The `show` terms evaluate the neighbouring indices modulo 6. In the forward direction `c` cancels the factor $N$, `d2` to `d6` are the probe equalities, and `d1` is the drop $V_1-V_6=I/N$. In the reverse direction `linear_combination` substitutes the profile into each current.

```lean
/-- For `N > 0` chiral channels, a current `I` enters at contact 1 and leaves only at contact 4
exactly when contacts 1, 2, 3 lie `I/N` above contact 4 and contacts 5, 6 are level with it. -/
theorem chiral_profile {N : ℕ} (hN : 0 < N) (V : ZMod 6 → ℝ) (I : ℝ) :
    (SourceDrain (chiral N) V ∧ current (chiral N) V 1 = I) ↔
      V 1 = V 4 + I / N ∧ V 2 = V 4 + I / N ∧ V 3 = V 4 + I / N ∧ V 5 = V 4 ∧ V 6 = V 4 := by
  have hN' : (N : ℝ) ≠ 0 := Nat.cast_ne_zero.mpr hN.ne'
  rw [sourceDrain_iff]
  simp only [chiral_current, show (1 : ZMod 6) - 1 = 6 by decide,
    show (2 : ZMod 6) - 1 = 1 by decide, show (3 : ZMod 6) - 1 = 2 by decide,
    show (5 : ZMod 6) - 1 = 4 by decide, show (6 : ZMod 6) - 1 = 5 by decide]
  constructor
  · rintro ⟨⟨h2, h3, h5, h6⟩, h1⟩
    -- each probe takes the voltage of the contact upstream
    have c : ∀ x : ℝ, (N : ℝ) * x = 0 → x = 0 := fun x hx =>
      (mul_eq_zero.mp hx).resolve_left hN'
    have d2 := c _ h2
    have d3 := c _ h3
    have d5 := c _ h5
    have d6 := c _ h6
    have d1 : V 1 - V 6 = I / N := by
      rw [eq_div_iff hN']
      linarith
    refine ⟨?_, ?_, ?_, ?_, ?_⟩ <;> linarith
  · rintro ⟨h1, h2, h3, h5, h6⟩
    have hI : (N : ℝ) * (I / N) = I := by field_simp
    refine ⟨⟨?_, ?_, ?_, ?_⟩, ?_⟩
    · linear_combination (N : ℝ) * h2 - N * h1
    · linear_combination (N : ℝ) * h3 - N * h2
    · linear_combination (N : ℝ) * h5
    · linear_combination (N : ℝ) * h6 - N * h5
    · linear_combination (N : ℝ) * h1 - N * h6 + hI
```

For the smallest case, $N=1$, contacts 1, 2 and 3 lie exactly $I$ above the rest.

For the helical edge the equations have fixed numerical coefficients, so `linarith` solves the linear system in both directions, without introducing the steps $a$ and $b$.

```lean
/-- On a helical edge, a current `I` enters at contact 1 and leaves only at contact 4 exactly
when the voltage falls from contact 1 to contact 4 in equal steps `I/2` along both edges. -/
theorem helical_profile (V : ZMod 6 → ℝ) (I : ℝ) :
    (SourceDrain helical V ∧ current helical V 1 = I) ↔
      V 1 = V 4 + 3 * I / 2 ∧ V 2 = V 4 + I ∧ V 3 = V 4 + I / 2 ∧
        V 5 = V 4 + I / 2 ∧ V 6 = V 4 + I := by
  rw [sourceDrain_iff]
  simp only [helical_current, show (1 : ZMod 6) - 1 = 6 by decide,
    show (2 : ZMod 6) - 1 = 1 by decide, show (3 : ZMod 6) - 1 = 2 by decide,
    show (5 : ZMod 6) - 1 = 4 by decide, show (6 : ZMod 6) - 1 = 5 by decide,
    show (1 : ZMod 6) + 1 = 2 by decide, show (2 : ZMod 6) + 1 = 3 by decide,
    show (3 : ZMod 6) + 1 = 4 by decide, show (5 : ZMod 6) + 1 = 6 by decide,
    show (6 : ZMod 6) + 1 = 1 by decide]
  constructor
  · rintro ⟨⟨h2, h3, h5, h6⟩, h1⟩
    refine ⟨?_, ?_, ?_, ?_, ?_⟩ <;> linarith
  · rintro ⟨h1, h2, h3, h5, h6⟩
    refine ⟨⟨?_, ?_, ?_, ?_⟩, ?_⟩ <;> linarith
```

## Hall, longitudinal and source-drain voltages

The main statements are read off from the profiles. Taking `I` to be the actual current through contact 1 makes the condition $I_1=I$ true by `rfl`.

```lean
/-- With `N > 0` chiral channels and current only through contacts 1 and 4, the longitudinal
voltage `V2 - V3` vanishes and the Hall voltage `V2 - V6` is `I_1/N`. -/
theorem chiral_hall_bar {N : ℕ} (hN : 0 < N) (V : ZMod 6 → ℝ) (h : SourceDrain (chiral N) V) :
    V 2 = V 3 ∧ V 2 - V 6 = current (chiral N) V 1 / N := by
  obtain ⟨-, h2, h3, -, h6⟩ := (chiral_profile hN V _).mp ⟨h, rfl⟩
  constructor <;> linarith
```

The assumption $N>0$ excludes only $N=0$, where the result fails. With no channels every current vanishes whatever the voltages, so $V_2=1$ with all other voltages zero meets the probe condition, yet $V_2\neq V_3$.

```lean
/-- On a helical edge with current only through contacts 1 and 4, the source-drain voltage is
`3 I_1/2`, the longitudinal voltage `V2 - V3` is `I_1/2`, and the Hall voltage vanishes. -/
theorem helical_hall_bar (V : ZMod 6 → ℝ) (h : SourceDrain helical V) :
    V 1 - V 4 = 3 * current helical V 1 / 2 ∧ V 2 - V 3 = current helical V 1 / 2 ∧
      V 2 = V 6 := by
  obtain ⟨h1, h2, h3, -, h6⟩ := (helical_profile V _).mp ⟨h, rfl⟩
  refine ⟨?_, ?_, ?_⟩ <;> linarith
```

## Resistances

Dividing by a nonzero $I_1$ gives numbers independent of the current. For the chiral edge these are the quantised Hall resistance $h/(Ne^2)$ and the vanishing longitudinal resistance of the integer quantum Hall effect, within this non-interacting model of perfectly transmitted channels.

```lean
/-- With `N > 0` chiral channels and a nonzero current only through contacts 1 and 4, the Hall
resistance is `1/N` and the longitudinal resistance is zero, in units of `h/e²`. -/
theorem chiral_resistance {N : ℕ} (hN : 0 < N) (V : ZMod 6 → ℝ)
    (h : SourceDrain (chiral N) V) (hI : current (chiral N) V 1 ≠ 0) :
    resistance (chiral N) V 2 6 = 1 / N ∧ resistance (chiral N) V 2 3 = 0 := by
  obtain ⟨h23, h26⟩ := chiral_hall_bar hN V h
  constructor
  · rw [resistance, h26, div_right_comm, div_self hI]
  · rw [resistance, h23, sub_self, zero_div]
```

For the helical edge the source-drain resistance is $3h/(2e^2)$ and the longitudinal resistance $h/(2e^2)$, while the Hall resistance is zero. The longitudinal resistance is finite although no channel is backscattered between contacts: each probe absorbs carriers from both directions and re-emits them at its own voltage. In both proofs the voltage relations are inserted into `resistance` and the nonzero current is cancelled.

```lean
/-- On a helical edge with a nonzero current only through contacts 1 and 4, the source-drain,
longitudinal and Hall resistances are `3/2`, `1/2` and `0`, in units of `h/e²`. -/
theorem helical_resistance (V : ZMod 6 → ℝ) (h : SourceDrain helical V)
    (hI : current helical V 1 ≠ 0) :
    resistance helical V 1 4 = 3 / 2 ∧ resistance helical V 2 3 = 1 / 2 ∧
      resistance helical V 2 6 = 0 := by
  obtain ⟨h14, h23, h26⟩ := helical_hall_bar V h
  refine ⟨?_, ?_, ?_⟩
  · rw [resistance, div_eq_iff hI, h14]
    ring
  · rw [resistance, div_eq_iff hI, h23]
    ring
  · rw [resistance, h26, sub_self, zero_div]

end

end HallBarSumRules
```

```lean
#print axioms HallBarSumRules.equilibrium_iff_sum_rule
#print axioms HallBarSumRules.helical_hall_bar
#print axioms HallBarSumRules.chiral_resistance
#print axioms HallBarSumRules.helical_resistance
```

```
'HallBarSumRules.equilibrium_iff_sum_rule' depends on axioms: [propext, Classical.choice, Quot.sound]
'HallBarSumRules.helical_hall_bar' depends on axioms: [propext, Classical.choice, Quot.sound]
'HallBarSumRules.chiral_resistance' depends on axioms: [propext, Classical.choice, Quot.sound]
'HallBarSumRules.helical_resistance' depends on axioms: [propext, Classical.choice, Quot.sound]
```
